# Counterpoise for clusters: the Valiron–Mayer and site-site energies differ only through incomplete clusters of two or more sites

Three water molecules are held at fixed positions, and their interaction energy is computed in a finite basis. Each molecule in the trimer can borrow the basis functions of its neighbours, which lowers its energy for reasons that have nothing to do with the interaction. The counterpoise remedy is to compute the parts with the neighbours' functions present as ghosts. For two molecules it is clear which ghosts to use. For three or more there is a choice, because a pair can be computed in its own basis or in the basis of all the molecules.

Call each molecule a site. Write E(T;B) for the energy of the sites T in the basis functions of the sites B, and "full" for the set of all N sites. The site-site scheme computes everything in the full basis:

V_SS = E(full;full) − Σ_i E({i};full)

The Valiron–Mayer scheme adds up many-body increments, each cluster in its own basis. How far apart are the two results? Provided that E(∅;full) = 0, the difference is a sum over the clusters that have at least two sites but not all of them.

## Energies, increments and two interaction energies

```lean
import Mathlib

open Finset

namespace ValironMayerCounterpoise

variable {ι : Type*} [DecidableEq ι]
```

The type `ι` is the collection of sites. A term of type `Finset ι` is a finite set of sites, here called a cluster.

```lean
/-- The many-body increment of a cluster `S` for an energy function `F` of clusters:
the alternating sum of the energies of all subclusters. -/
def increment (F : Finset ι → ℝ) (S : Finset ι) : ℝ :=
  ∑ T ∈ S.powerset, (-1 : ℝ) ^ (S \ T).card * F T
```

For any function F that assigns a real number to each cluster, the increment of S is

D[F](S) = Σ_{T ⊆ S} (−1)^|S∖T| F(T)

In the code, `S.powerset` is the set of all subsets of S, and `(S \ T).card` is the number of sites in S but not in T. The increment is the part of F(S) that the smaller clusters do not already account for.

```lean
/-- The increment `D_B(S)` of the cluster `S`, with every subcluster energy
`E T B` computed in the basis of the sites `B`. -/
def basisIncrement (E : Finset ι → Finset ι → ℝ) (B S : Finset ι) : ℝ :=
  increment (fun T => E T B) S
```

The energy now enters as a function `E` of two clusters: first the sites that are really present, then the sites that carry basis functions. Fixing the basis B gives

D_B(S) = Σ_{T ⊆ S} (−1)^|S∖T| E(T;B)

Nothing else is assumed about `E`. It may come from Hartree–Fock, from a correlated method or from a table of numbers. Its type also allows sites without their own functions, but the two interaction energies below never use such values.

```lean
/-- The Valiron–Mayer interaction energy: the increments of all clusters of at least
two sites, each computed in the basis of its own cluster. -/
def valironMayer [Fintype ι] (E : Finset ι → Finset ι → ℝ) : ℝ :=
  ∑ S : Finset ι with 2 ≤ S.card, basisIncrement E S S
```

This is the Valiron–Mayer interaction energy:

V_VM = Σ_{|S| ≥ 2} D_S(S)

The repeated `S` in `basisIncrement E S S` expresses the scheme: the cluster and its basis are the same set, and every subcluster T of S is computed with ghosts on S∖T.

```lean
/-- The site-site counterpoise interaction energy: the energy of the full system minus
the energies of the single sites, all in the full basis. -/
def siteSite [Fintype ι] (E : Finset ι → Finset ι → ℝ) : ℝ :=
  E univ univ - ∑ i, E {i} univ
```

This is V_SS as written above, with `univ` for the full set of sites. It is defined from energies, not from increments, so its relation to V_VM has to be proved. In both schemes each site keeps the geometry that it has in the complex, and the energy of deforming free molecules into that geometry is not included.

## Increments, one site at a time

```lean
/-- The increment of a cluster enlarged by a site `a` is the increment of the energies
with `a` present minus the increment of the energies without it. -/
theorem increment_insert (F : Finset ι → ℝ) {a : ι} {S : Finset ι} (ha : a ∉ S) :
    increment F (insert a S) =
      increment (fun T => F (insert a T)) S - increment F S := by
  unfold increment
  rw [Finset.sum_powerset_insert ha, add_comm, sub_eq_add_neg, ← Finset.sum_neg_distrib]
  congr 1
  · -- subclusters containing `a` keep their sign
    refine Finset.sum_congr rfl fun T _ => ?_
    have hset : insert a S \ insert a T = S \ T := by
      ext x
      rcases eq_or_ne x a with rfl | h
      · simp [ha]
      · simp [h]
    rw [hset]
  · -- subclusters without `a` change sign
    refine Finset.sum_congr rfl fun T hT => ?_
    have haT : a ∉ T := fun h => ha (Finset.mem_powerset.mp hT h)
    have hset : insert a S \ T = insert a (S \ T) := by
      ext x
      rcases eq_or_ne x a with rfl | h
      · simp [haT]
      · simp [h]
    have hnot : a ∉ S \ T := fun h => ha (Finset.mem_sdiff.mp h).1
    rw [hset, Finset.card_insert_of_notMem hnot, pow_succ]
    ring
```

A theorem in Lean lists its hypotheses, then a colon, then the statement; the proof follows `:=`. Here the hypothesis `ha` says that the site a is not in S. With F_a(T) = F(T ∪ {a}), the statement is

D[F](S ∪ {a}) = D[F_a](S) − D[F](S)

By hand, every subcluster of S ∪ {a} is either T or T ∪ {a}, with T ⊆ S. If a is present, then (S ∪ {a})∖(T ∪ {a}) = S∖T and the sign is unchanged; these terms give D[F_a](S). If a is absent, then (S ∪ {a})∖T has one site more than S∖T and the sign flips; these terms give −D[F](S).

The Lean proof makes the same split with `Finset.sum_powerset_insert`. The two bulleted parts treat the two cases, and each `hset` is the corresponding identity between sets.

```lean
/-- The increment of a single site is its energy minus the energy of the empty cluster. -/
theorem increment_singleton (F : Finset ι → ℝ) (i : ι) :
    increment F {i} = F {i} - F ∅ := by
  have h0 : ∀ G : Finset ι → ℝ, increment G ∅ = G ∅ := fun G => by simp [increment]
  have h := increment_insert F (Finset.notMem_empty i)
  simp only [h0] at h
  simpa using h
```

The empty cluster has D[F](∅) = F(∅). Taking S = ∅ in the recursion gives

D[F]({i}) = F({i}) − F(∅)

```lean
/-- The increment of a pair of sites is the pair energy minus the two site energies
plus the energy of the empty cluster. -/
theorem increment_pair (F : Finset ι → ℝ) {i j : ι} (hij : i ≠ j) :
    increment F {i, j} = F {i, j} - F {i} - F {j} + F ∅ := by
  have h := increment_insert F (a := i) (S := {j}) (by simpa using hij)
  rw [increment_singleton, increment_singleton] at h
  rw [h]
  simp only [insert_empty_eq]
  ring
```

For two different sites, the recursion with S = {j} and a = i gives

D[F]({i,j}) = D[F_i]({j}) − D[F]({j})
= (F({i,j}) − F({i})) − (F({j}) − F(∅))

When F(∅) = 0 this is the usual pair interaction energy. The tactic `ring` does the final rearrangement.

## From increments back to energies

```lean
/-- Many-body expansion: the increments of all subclusters of `U` add up to the
energy of `U`. -/
theorem sum_increment (F : Finset ι → ℝ) (U : Finset ι) :
    ∑ S ∈ U.powerset, increment F S = F U := by
  induction U using Finset.induction_on generalizing F with
  | empty => simp [increment]
  | insert a U ha ih =>
    have hstep : ∑ S ∈ U.powerset, increment F (insert a S) =
        ∑ S ∈ U.powerset, (increment (fun T => F (insert a T)) S - increment F S) :=
      Finset.sum_congr rfl fun S hS =>
        increment_insert F fun h => ha (Finset.mem_powerset.mp hS h)
    rw [Finset.sum_powerset_insert ha, hstep, Finset.sum_sub_distrib, ih, ih]
    ring
```

This is the many-body expansion, which is exact when no order is left out:

Σ_{S ⊆ U} D[F](S) = F(U)

The proof is by induction on U. For U = ∅ both sides are F(∅). Suppose that the formula holds for U and for every function F, and add a site a that is not in U. Splitting the subclusters by whether they contain a, and using the recursion, gives

Σ_{S ⊆ U ∪ {a}} D[F](S)
= Σ_{S ⊆ U} D[F](S) + Σ_{S ⊆ U} (D[F_a](S) − D[F](S))
= F(U) + F_a(U) − F(U)
= F(U ∪ {a})

The induction hypothesis is needed for F and for F_a, which is why the code says `generalizing F`. In the code, `ih` is that hypothesis and `hstep` is the recursion applied under the sum.

```lean
/-- If the empty cluster has zero energy in the full basis, the site-site interaction energy is the
sum of the full-basis increments of all clusters of at least two sites. -/
theorem siteSite_eq_sum [Fintype ι] (E : Finset ι → Finset ι → ℝ)
    (hE : E ∅ univ = 0) :
    siteSite E = ∑ S : Finset ι with 2 ≤ S.card, basisIncrement E univ S := by
  have htot := sum_increment (fun T => E T univ) (univ : Finset ι)
  rw [Finset.powerset_univ,
    ← Finset.sum_filter_add_sum_filter_not univ (fun S : Finset ι => 2 ≤ S.card)] at htot
  -- the clusters with fewer than two sites are the empty one and the single sites
  have hlow : (univ.filter fun S : Finset ι => ¬ 2 ≤ S.card) =
      insert ∅ (univ.image fun i : ι => ({i} : Finset ι)) := by
    ext S
    simp only [Finset.mem_filter, Finset.mem_univ, true_and, Finset.mem_insert,
      Finset.mem_image]
    constructor
    · intro h
      have h' : S.card = 0 ∨ S.card = 1 := by omega
      rcases h' with h0 | h1
      · exact Or.inl (Finset.card_eq_zero.mp h0)
      · obtain ⟨i, rfl⟩ := Finset.card_eq_one.mp h1
        exact Or.inr ⟨i, rfl⟩
    · rintro (rfl | ⟨i, rfl⟩) <;> simp
  have hinj : Set.InjOn (fun i : ι => ({i} : Finset ι)) (univ : Finset ι) := by
    intro i _ j _ h
    exact Finset.singleton_injective h
  rw [hlow, Finset.sum_insert (by simp), Finset.sum_image hinj] at htot
  have hempty : increment (fun T => E T univ) ∅ = 0 := by simp [increment, hE]
  simp only [hempty, increment_singleton, hE, sub_zero, zero_add] at htot
  unfold siteSite basisIncrement
  linarith
```

The hypothesis `hE` says E(∅;full) = 0: ghost functions with no nuclei and no electrons have no energy. The statement is

V_SS = Σ_{|S| ≥ 2} D_full(S)

To derive it, apply the many-body expansion to the full system in the full basis and separate the small clusters:

E(full;full) = D_full(∅) + Σ_i D_full({i}) + Σ_{|S| ≥ 2} D_full(S)

By `hE`, D_full(∅) = 0 and D_full({i}) = E({i};full). Moving the single-site energies to the left gives V_SS.

In the proof, `htot` is the expansion, already split at two sites. The step `hlow` shows that the clusters with fewer than two sites are the empty one and the singletons, and `hinj` ensures that each site is counted once. The tactic `linarith` does the closing linear arithmetic.

## The full cluster cancels

```lean
/-- If the empty cluster has zero energy in the full basis, the Valiron–Mayer interaction energy
minus the site-site one is the sum of the basis-set changes of the increments of all clusters with
at least two sites but not all of them. -/
theorem valironMayer_sub_siteSite [Fintype ι] (E : Finset ι → Finset ι → ℝ)
    (hE : E ∅ univ = 0) :
    valironMayer E - siteSite E =
      ∑ S : Finset ι with 2 ≤ S.card ∧ S.card < Fintype.card ι,
        (basisIncrement E S S - basisIncrement E univ S) := by
  rw [siteSite_eq_sum E hE, valironMayer, ← Finset.sum_sub_distrib]
  symm
  apply Finset.sum_subset
  · intro S hS
    simp only [Finset.mem_filter, Finset.mem_univ, true_and] at hS ⊢
    exact hS.1
  · -- the only cluster left out is the full system, where both bases coincide
    intro S hS hS'
    simp only [Finset.mem_filter, Finset.mem_univ, true_and] at hS hS'
    have hle := Finset.card_le_univ S
    have hfull : S = univ := (Finset.card_eq_iff_eq_univ S).mp (by omega)
    rw [hfull, sub_self]
```

This is the main result. With N written as `Fintype.card ι`,

V_VM − V_SS = Σ_{2 ≤ |S| < N} (D_S(S) − D_full(S))

Both interaction energies are now sums over the same clusters, so they can be subtracted term by term:

V_VM − V_SS = Σ_{|S| ≥ 2} (D_S(S) − D_full(S))

The term with S = full is D_full(full) − D_full(full) = 0, because the full cluster's own basis is the full basis. What remains is the stated sum. For N = 0 or N = 1 there are no clusters of two sites, and both sides are zero.

Lean runs the last step backwards. `Finset.sum_subset` allows a sum to be extended to a larger index set if the added terms vanish. A cluster that is added has at least two sites and not fewer than N, so `omega`, which handles inequalities between integers, concludes that it has exactly N, and it is therefore the full system.

The condition on the empty system matters. Take two sites, and let E(∅;B) = 1 for every B while all other energies are zero. Then V_VM = 0 − 0 − 0 + 1 = 1 and V_SS = 0, so the difference is 1, but the sum on the right has no terms. An empty system with nonzero energy is unphysical; the example only tests the hypothesis. It is worked here by hand and is not part of the file.

For counterpoise-corrected many-body expansions of molecular clusters, the identity locates the disagreement between the two schemes for a finite set of sites at fixed geometry. It does not say which scheme lies closer to the complete-basis limit, nor does it bound the difference.

## Two sites agree, three need not

```lean
/-- For two sites the Valiron–Mayer and site-site interaction energies are equal, if the empty
cluster has zero energy in the full basis. -/
theorem valironMayer_eq_siteSite_dimer [Fintype ι] (E : Finset ι → Finset ι → ℝ)
    (hE : E ∅ univ = 0) (hN : Fintype.card ι = 2) :
    valironMayer E = siteSite E := by
  rw [← sub_eq_zero, valironMayer_sub_siteSite E hE]
  refine Finset.sum_eq_zero fun S hS => ?_
  have h := (Finset.mem_filter.mp hS).2
  omega
```

For N = 2 no cluster satisfies 2 ≤ |S| < 2. The sum is empty and V_VM = V_SS, whatever the energies are, as long as E(∅;full) = 0. In the proof, `omega` finds the contradiction in the two inequalities.

```lean
/-- For three sites, if the empty cluster has zero energy in every basis, the Valiron–Mayer
interaction energy minus the site-site one is the sum over pairs of the counterpoise pair
interaction in the pair basis minus the one in the trimer basis. -/
theorem valironMayer_sub_siteSite_trimer [Fintype ι] (E : Finset ι → Finset ι → ℝ)
    (hE : ∀ B, E ∅ B = 0) (hN : Fintype.card ι = 3) :
    valironMayer E - siteSite E =
      ∑ S : Finset ι with S.card = 2,
        ((E S S - ∑ i ∈ S, E {i} S) - (E S univ - ∑ i ∈ S, E {i} univ)) := by
  rw [valironMayer_sub_siteSite E (hE univ)]
  refine Finset.sum_congr ?_ fun S hS => ?_
  · ext S
    simp only [Finset.mem_filter, Finset.mem_univ, true_and]
    omega
  · obtain ⟨i, j, hij, rfl⟩ := Finset.card_eq_two.mp (Finset.mem_filter.mp hS).2
    simp only [basisIncrement, increment_pair _ hij, hE, Finset.sum_pair hij]
    ring
```

For N = 3 only the pairs remain. The difference is a sum over pairs S = {i,j} of

[E(S;S) − E({i};S) − E({j};S)] − [E(S;full) − E({i};full) − E({j};full)]

This is the counterpoise pair interaction in the pair's own basis minus the same quantity in the trimer basis. It follows from the main result by inserting the pair formula for both increments. The hypothesis is stronger than before: the empty system is assumed to have zero energy in every basis, so that the terms E(∅;S) in the pair-basis increments drop out as well. The proof first identifies the clusters with 2 ≤ |S| < 3 as the pairs, then writes each one as {i,j} and applies `increment_pair`.

```lean
/-- A model trimer in which every pair of sites present contributes minus the number of
sites carrying basis functions: the two interaction energies differ by `3`. -/
theorem trimer_model_difference :
    valironMayer (fun T B : Finset (Fin 3) => -((T.card.choose 2 : ℝ) * B.card)) -
      siteSite (fun T B : Finset (Fin 3) => -((T.card.choose 2 : ℝ) * B.card)) = 3 := by
  rw [valironMayer_sub_siteSite_trimer _ (fun B => by simp) (by simp)]
  have hpairs : (univ.filter fun S : Finset (Fin 3) => S.card = 2).card = 3 := by decide
  -- each of the three pairs contributes `-2 + 3 = 1`
  rw [Finset.sum_congr rfl (g := fun _ => (1 : ℝ)) fun S hS => by
    have h := (Finset.mem_filter.mp hS).2
    norm_num [h, Nat.choose]]
  rw [Finset.sum_const, hpairs]
  norm_num

end ValironMayerCounterpoise
```

The last theorem shows that the difference can be nonzero. The sites are the three elements of `Fin 3`, and the model energy, in arbitrary units, is

E(T;B) = −(number of pairs in T) · |B|

Single sites have zero energy in every basis, and each pair is bound more deeply as the basis grows. A pair has interaction energy −2 in its own basis and −3 in the trimer basis, so it contributes −2 − (−3) = 1. Three pairs give V_VM − V_SS = 3.

The two energies can also be computed separately. The three-body increment in the full basis is −9 + 3 · 3 = 0, so V_VM = 3 · (−2) = −6, while V_SS = −9. In the Lean proof, `hpairs` counts the three pairs and `norm_num` evaluates the contribution of each. The numbers are not meant to resemble a real trimer; they show that the agreement for dimers does not carry over to three sites.

```lean
#print axioms ValironMayerCounterpoise.valironMayer_eq_siteSite_dimer
#print axioms ValironMayerCounterpoise.valironMayer_sub_siteSite_trimer
#print axioms ValironMayerCounterpoise.trimer_model_difference
```

```
'ValironMayerCounterpoise.valironMayer_eq_siteSite_dimer' depends on axioms: [propext, Classical.choice, Quot.sound]
'ValironMayerCounterpoise.valironMayer_sub_siteSite_trimer' depends on axioms: [propext, Classical.choice, Quot.sound]
'ValironMayerCounterpoise.trimer_model_difference' depends on axioms: [propext, Classical.choice, Quot.sound]
```
